# The log-determinant of a positive definite matrix as an integral of resolvent traces

A classical system of $N$ real coordinates with harmonic energy $\tfrac12 x^{T}Hx$, where $H$ is real, symmetric and positive definite, has the free energy $\tfrac12 k_BT\log\det H$, up to a term that doesn't depend on $H$. Suppose that the determinant is to be found from traces of shifted inverses, by integrating $\frac{d}{ds}\log\det(H+s)=\operatorname{tr}(H+s)^{-1}$. Up to a cutoff $S$ this gives
$$\int_0^S\operatorname{tr}(H+s)^{-1}\,ds=\log\det(H+S)-\log\det H ,$$
and for $N\ge1$ the first term on the right grows like $N\log S$. The quantity sought is, up to its sign, the finite remainder of a divergent integral.

Subtracting the trace from that of a reference system removes the divergence. For a positive definite complex $N\times N$ matrix $H$,
$$\int_0^\infty\Big[\frac{N}{1+s}-\operatorname{tr}(H+s)^{-1}\Big]ds=\log\det H .$$
The reference is $N$ uncoupled coordinates of stiffness 1, so the entries of $H$ are measured in units of a chosen stiffness. In the classical system above, the shift $s$ is an extra spring of equal strength on every coordinate, and $k_BT\operatorname{tr}(H+s)^{-1}$ is the total mean-square fluctuation in its presence.

## A finite matrix and its shifted inverse

```lean
import Mathlib

open MeasureTheory Set Filter Topology
open scoped ComplexOrder

namespace LogDetResolvent

variable {n : Type*} [Fintype n] [DecidableEq n]
```

The letter `n` in the code is the finite index set of the matrix; the dimension $N$ is `Fintype.card n`.

```lean
/-- The trace of the shifted inverse `(H + s)⁻¹`, for a real shift `s` at which `H + s` is
invertible. -/
noncomputable def resolventTrace (H : Matrix n n ℂ) (s : ℝ) : ℂ :=
  Matrix.trace ((H + (s : ℂ) • (1 : Matrix n n ℂ))⁻¹)
```

`resolventTrace H s` is the trace of the actual matrix inverse, with $s$ real. Many textbooks define the resolvent as $G(z)=(z-H)^{-1}$; in that convention the quantity here is $-\operatorname{tr}G(-s)$.

## Positive levels keep each integral finite

A positive eigenvalue $a$ is a mode with a restoring force. By hand, one such mode needs the function
$$L(s)=\log(1+s)-\log(a+s),\qquad L'(s)=\frac1{1+s}-\frac1{a+s}=\frac{a-1}{(1+s)(a+s)} .$$
Because $a>0$, both logarithms are smooth for all $s\ge0$. Since $\frac{1+s}{a+s}=1+\frac{1-a}{a+s}\to1$, $L$ tends to 0 at infinity. The derivative has the sign of $a-1$ throughout, so $L$ is monotone, and a monotone function with a finite limit has an integrable derivative. The integral is $0-L(0)=\log a$.

```lean
/-- One level `a > 0`: the function `1/(1+s) - 1/(a+s)` is integrable on `(0, ∞)` and its
integral is `log a`. -/
theorem single_level_integral {a : ℝ} (ha : 0 < a) :
    IntegrableOn (fun s : ℝ => 1 / (1 + s) - 1 / (a + s)) (Ioi 0) ∧
      ∫ s in Ioi (0 : ℝ), (1 / (1 + s) - 1 / (a + s)) = Real.log a := by
  -- the antiderivative
  have hder : ∀ x ∈ Ici (0 : ℝ), HasDerivAt
      (fun s : ℝ => Real.log (1 + s) - Real.log (a + s)) (1 / (1 + x) - 1 / (a + x)) x := by
    intro x hx
    have hx0 : 0 ≤ x := hx
    have h1 : HasDerivAt (fun s : ℝ => Real.log (1 + s)) (1 / (1 + x)) x :=
      ((hasDerivAt_id' x).const_add 1).log (by positivity)
    have h2 : HasDerivAt (fun s : ℝ => Real.log (a + s)) (1 / (a + x)) x :=
      ((hasDerivAt_id' x).const_add a).log (by positivity)
    exact h1.fun_sub h2
  -- it vanishes at infinity
  have hlim : Tendsto (fun s : ℝ => Real.log (1 + s) - Real.log (a + s)) atTop (𝓝 0) := by
    have h1 : Tendsto (fun s : ℝ => 1 + (1 - a) / (a + s)) atTop (𝓝 (1 + 0)) :=
      tendsto_const_nhds.add
        (tendsto_const_nhds.div_atTop (tendsto_atTop_add_const_left _ a tendsto_id))
    have h2 := h1.log (by norm_num)
    rw [add_zero, Real.log_one] at h2
    refine h2.congr' ?_
    filter_upwards [eventually_gt_atTop (0 : ℝ)] with s hs
    have h3 : a + s ≠ 0 := by positivity
    have h4 : 1 + s ≠ 0 := by positivity
    rw [← Real.log_div h4 h3]
    congr 1
    rw [eq_div_iff h3, add_mul, div_mul_cancel₀ _ h3]
    ring
  -- the integrand has a constant sign
  have hint : IntegrableOn (fun s : ℝ => 1 / (1 + s) - 1 / (a + s)) (Ioi 0) := by
    rcases le_total 1 a with h | h
    · refine integrableOn_Ioi_deriv_of_nonneg' hder (fun x hx => ?_) hlim
      have hx0 : 0 < x := hx
      exact sub_nonneg.2 (one_div_le_one_div_of_le (by linarith) (by linarith))
    · refine integrableOn_Ioi_deriv_of_nonpos' hder (fun x hx => ?_) hlim
      have hx0 : 0 < x := hx
      exact sub_nonpos.2 (one_div_le_one_div_of_le (by linarith) (by linarith))
  refine ⟨hint, ?_⟩
  rw [integral_Ioi_of_hasDerivAt_of_tendsto' hder hint hlim]
  simp
```

The hypothesis `0 < a` enters the proof in `hder`, where it keeps the arguments of the logarithms away from zero. `hlim` rewrites the quotient as above and takes its logarithm. `hint` splits into $a\ge1$ and $a\le1$, one case for each sign of the integrand, and the fundamental theorem of calculus on a half-line then gives the value.

Without positivity the integral can diverge. Take the $1\times1$ matrix $H=(0)$: the integrand is $\frac1{1+s}-\frac1s$, which is not integrable near $s=0$. Positive semidefiniteness is therefore not enough. Physically, this is a free mode, whose configuration integral is infinite.

## Hermiticity turns the trace into a sum over levels

`Matrix.PosDef` includes Hermiticity, which makes $x^\dagger Hx$ real for every complex vector $x$ and allows the modes to be chosen orthonormal. It gives $H=U\Lambda U^\dagger$ with $U$ unitary and $\Lambda$ the diagonal matrix of the eigenvalues $\lambda_i>0$. Then $H+s=U(\Lambda+s)U^\dagger$. For $s\ge0$ every $\lambda_i+s$ is positive, so
$$(H+s)^{-1}=U(\Lambda+s)^{-1}U^\dagger,\qquad \operatorname{tr}(H+s)^{-1}=\sum_i\frac1{\lambda_i+s},$$
where the trace uses cyclicity and $U^\dagger U=1$. The condition $s\ge0$ means that springs are only added. A shift $s=-\lambda_i$ would make $H+s$ singular.

```lean
/-- For positive definite `H` and a shift `s ≥ 0`, the trace of `(H + s)⁻¹` is the sum of
`1/(l + s)` over the eigenvalues `l` of `H`. -/
theorem resolventTrace_eq_sum {H : Matrix n n ℂ} (hH : H.PosDef) {s : ℝ} (hs : 0 ≤ s) :
    resolventTrace H s = ∑ i, 1 / ((hH.isHermitian.eigenvalues i : ℂ) + (s : ℂ)) := by
  have hne : ∀ i, (hH.isHermitian.eigenvalues i : ℂ) + (s : ℂ) ≠ 0 := by
    intro i
    have := hH.eigenvalues_pos i
    exact_mod_cast (by linarith : 0 < hH.isHermitian.eigenvalues i + s).ne'
  -- unitary diagonalisation
  obtain ⟨U, hU, hU', h⟩ : ∃ U : Matrix n n ℂ, star U * U = 1 ∧ U * star U = 1 ∧
      H = U * Matrix.diagonal (fun i => (hH.isHermitian.eigenvalues i : ℂ)) * star U :=
    ⟨hH.isHermitian.eigenvectorUnitary,
      Unitary.coe_star_mul_self hH.isHermitian.eigenvectorUnitary,
      Unitary.coe_mul_star_self hH.isHermitian.eigenvectorUnitary,
      hH.isHermitian.spectral_theorem⟩
  generalize hH.isHermitian.eigenvalues = l at hne h ⊢
  have hd : Matrix.diagonal (fun i => (l i : ℂ) + (s : ℂ)) =
      Matrix.diagonal (fun i => (l i : ℂ)) + (s : ℂ) • (1 : Matrix n n ℂ) := by
    ext i j
    by_cases hij : i = j <;> simp [hij]
  have h1 : H + (s : ℂ) • (1 : Matrix n n ℂ) =
      U * Matrix.diagonal (fun i => (l i : ℂ) + (s : ℂ)) * star U := by
    rw [hd, mul_add, add_mul, ← h, mul_smul_comm, mul_one, smul_mul_assoc, hU']
  have h2 : Matrix.diagonal (fun i => (l i : ℂ) + (s : ℂ)) *
      Matrix.diagonal (fun i => 1 / ((l i : ℂ) + (s : ℂ))) = 1 := by
    rw [Matrix.diagonal_mul_diagonal, ← Matrix.diagonal_one]
    congr 1
    funext i
    exact mul_one_div_cancel (hne i)
  -- the inverse is diagonal in the same basis
  have h3 : (H + (s : ℂ) • (1 : Matrix n n ℂ))⁻¹ =
      U * Matrix.diagonal (fun i => 1 / ((l i : ℂ) + (s : ℂ))) * star U := by
    apply Matrix.inv_eq_right_inv
    rw [h1]
    calc _ = U * (Matrix.diagonal (fun i => (l i : ℂ) + (s : ℂ)) * ((star U * U) *
          Matrix.diagonal (fun i => 1 / ((l i : ℂ) + (s : ℂ))))) * star U := by
          simp only [mul_assoc]
      _ = 1 := by rw [hU, one_mul, h2, mul_one, hU']
  rw [resolventTrace, h3, Matrix.trace_mul_comm, ← mul_assoc, hU, one_mul,
    Matrix.trace_diagonal]
```

Here `h1` is the diagonal form of $H+s$, and `h2` inverts the diagonal factor, using `hne` to exclude zero denominators. `h3` multiplies $H+s$ by the proposed inverse and obtains 1. The last lines are the cyclic trace.

Summing the one-mode result over $i$ gives
$$\int_0^\infty\sum_i\Big[\frac1{1+s}-\frac1{\lambda_i+s}\Big]ds=\sum_i\log\lambda_i=\log\prod_i\lambda_i=\log\det H .$$

```lean
/-- Log-determinant from resolvent traces: for a positive definite matrix `H` of dimension
`N = Fintype.card n`, the function `N/(1+s) - tr (H+s)⁻¹` is integrable on `(0, ∞)` and its integral
is `log det H`. -/
theorem integral_resolventTrace_eq_log_det {H : Matrix n n ℂ} (hH : H.PosDef) :
    IntegrableOn (fun s : ℝ => (Fintype.card n : ℂ) / (1 + s) - resolventTrace H s) (Ioi 0) ∧
      ∫ s in Ioi (0 : ℝ), ((Fintype.card n : ℂ) / (1 + s) - resolventTrace H s) =
        Complex.log H.det := by
  have hpos : ∀ i, 0 < hH.isHermitian.eigenvalues i := fun i => hH.eigenvalues_pos i
  have hdet : H.det = ((∏ i, hH.isHermitian.eigenvalues i : ℝ) : ℂ) := by
    rw [Complex.ofReal_prod]
    exact hH.isHermitian.det_eq_prod_eigenvalues
  -- the integrand is a sum of one-level integrands
  have hEq : EqOn (fun s : ℝ => (Fintype.card n : ℂ) / (1 + s) - resolventTrace H s)
      (fun s : ℝ => ((∑ i, (1 / (1 + s) - 1 / (hH.isHermitian.eigenvalues i + s)) : ℝ) : ℂ))
      (Ioi 0) := by
    intro s hs
    have hs0 : 0 < s := hs
    simp only [resolventTrace_eq_sum hH hs0.le]
    push_cast
    simp [Finset.sum_sub_distrib, div_eq_mul_inv]
  have hsum : IntegrableOn (fun s : ℝ =>
      ∑ i, (1 / (1 + s) - 1 / (hH.isHermitian.eigenvalues i + s))) (Ioi 0) :=
    MeasureTheory.integrable_finsetSum _ (fun i _ => (single_level_integral (hpos i)).1)
  have hlog : Real.log (∏ i, hH.isHermitian.eigenvalues i) =
      ∑ i, Real.log (hH.isHermitian.eigenvalues i) := by
    rw [Real.log_prod]
    intro i _
    exact (hpos i).ne'
  refine ⟨(integrableOn_congr_fun hEq measurableSet_Ioi).2 hsum.ofReal, ?_⟩
  rw [setIntegral_congr_fun measurableSet_Ioi hEq, integral_complex_ofReal,
    MeasureTheory.integral_finsetSum _ (fun i _ => (single_level_integral (hpos i)).1), hdet,
    ← Complex.ofReal_log (Finset.prod_nonneg fun i _ => (hpos i).le), hlog]
  congr 1
  exact Finset.sum_congr rfl fun i _ => (single_level_integral (hpos i)).2
```

In words: for every positive definite `H`, the subtracted trace is absolutely integrable on $(0,\infty)$, written `Ioi 0`, and its integral is the principal complex logarithm of the determinant. Since the determinant is a positive real number, this is the ordinary real logarithm. The integrability half carries real content, because Lean gives the integral of a non-integrable function the value 0.

In the proof, `hEq` replaces the integrand by the sum over levels, `hsum` adds up the integrable terms, `hdet` writes the determinant as the product of the eigenvalues, and `hlog` splits its logarithm. Positivity is used again in `hlog`, and in passing from the real to the complex logarithm.

Without Hermiticity the two sides can differ by a multiple of $2\pi i$. Let $H=\omega\,1$ be $2\times2$ with $\omega=e^{2\pi i/3}$. The integral is $2\log\omega=4\pi i/3$, whereas the principal logarithm of $\det H=\omega^2$ is $-2\pi i/3$. Thus a normal matrix with no eigenvalue on $(-\infty,0]$ need not satisfy the formula.

The theorem concerns the determinant alone. The step from $\log\det H$ to a free energy is the Gaussian integral over the coordinates, which has to be supplied separately, and for an anharmonic system the resulting harmonic free energy is in general only an approximation, which can be poor. In electronic structure, for a system with time-reversal symmetry, the random-phase correlation energy in a finite basis contains the log-determinant of a positive definite symmetrised dielectric matrix at each imaginary frequency; the formula applies at one frequency at a time and leaves the frequency integral to be done.

## Equal dimensions cancel the reference

A free-energy difference compares two stiffness matrices $H$ and $K$ for the same set of coordinates. Subtracting the formula for $K$ from that for $H$ cancels $N/(1+s)$:
$$\int_0^\infty\big[\operatorname{tr}(K+s)^{-1}-\operatorname{tr}(H+s)^{-1}\big]ds=\log\det H-\log\det K .$$
Multiplied by $\tfrac12k_BT$, this is the harmonic free energy of $H$ minus that of $K$ at the same temperature. Note the order: $K$ comes first under the integral.

```lean
/-- For positive definite `H` and `K` of the same size, the difference of resolvent traces
`tr (K+s)⁻¹ - tr (H+s)⁻¹` is integrable on `(0, ∞)`, with integral `log det H - log det K`. -/
theorem integral_resolventTrace_sub {H K : Matrix n n ℂ} (hH : H.PosDef) (hK : K.PosDef) :
    IntegrableOn (fun s : ℝ => resolventTrace K s - resolventTrace H s) (Ioi 0) ∧
      ∫ s in Ioi (0 : ℝ), (resolventTrace K s - resolventTrace H s) =
        Complex.log H.det - Complex.log K.det := by
  obtain ⟨h1, h2⟩ := integral_resolventTrace_eq_log_det hH
  obtain ⟨k1, k2⟩ := integral_resolventTrace_eq_log_det hK
  -- the reference terms `Fintype.card n / (1+s)` cancel
  have e : (fun s : ℝ => resolventTrace K s - resolventTrace H s) = fun s : ℝ =>
      ((Fintype.card n : ℂ) / (1 + s) - resolventTrace H s) -
        ((Fintype.card n : ℂ) / (1 + s) - resolventTrace K s) := by
    funext s
    ring
  rw [e]
  exact ⟨Integrable.sub h1 k1, by rw [integral_sub h1 k1, h2, k2]⟩
```

The equal size is built into the types, since both matrices are indexed by `n`. The proof uses it in `e`, where the two reference terms cancel; linearity of the integral does the rest.

With unequal sizes the cancellation fails. For $K=(1)$ and $H$ the $2\times2$ identity, the integrand is $-\frac1{1+s}$, whose integral diverges.

## The reference must have as many modes as the matrix

The coefficient $N$ counts the modes of the reference system. Let it be replaced by a complex constant $c$. If $\frac{c}{1+s}-\operatorname{tr}(H+s)^{-1}$ is integrable, then so is its difference from the correct integrand,
$$\frac{c-N}{1+s} .$$
For $c\ne N$ this may be multiplied by $\frac{2}{c-N}$, which makes $\frac2{1+s}$ integrable. But $\frac2{1+s}\ge\frac1s$ for $s\ge1$, and $\int_1^\infty ds/s$ diverges. Hence $c=N$. Conversely, $c=N$ is the case already treated.

```lean
/-- For positive definite `H`, the function `c/(1+s) - tr (H+s)⁻¹` is integrable on `(0, ∞)`
exactly when the constant `c` is the dimension of the matrix. -/
theorem integrable_iff_eq_dimension {H : Matrix n n ℂ} (hH : H.PosDef) (c : ℂ) :
    IntegrableOn (fun s : ℝ => c / (1 + s) - resolventTrace H s) (Ioi 0) ↔
      c = Fintype.card n := by
  have hmain := (integral_resolventTrace_eq_log_det hH).1
  refine ⟨fun h => ?_, fun h => h ▸ hmain⟩
  by_contra hne
  have hc : c - (Fintype.card n : ℂ) ≠ 0 := sub_ne_zero.2 hne
  -- a wrong constant would make `2/(1+s)` integrable
  have h3 : IntegrableOn (fun s : ℝ => ((2 / (1 + s) : ℝ) : ℂ)) (Ioi 0) := by
    refine IntegrableOn.congr_fun
      (Integrable.const_mul (Integrable.sub h hmain) (2 / (c - (Fintype.card n : ℂ))))
      (fun s hs => ?_) measurableSet_Ioi
    have hs0 : 0 < s := hs
    have e : c / (1 + (s : ℂ)) - resolventTrace H s -
        ((Fintype.card n : ℂ) / (1 + s) - resolventTrace H s) =
        (c - (Fintype.card n : ℂ)) / (1 + s) := by ring
    simp only [Pi.sub_apply]
    rw [e, div_mul_div_cancel₀ hc]
    push_cast
    rfl
  -- and hence `1/s` integrable at infinity
  refine not_integrableOn_Ioi_inv (a := (1 : ℝ)) ?_
  refine Integrable.mono (h3.mono_set (Ioi_subset_Ioi zero_le_one))
    measurable_inv.aestronglyMeasurable ?_
  refine ae_restrict_of_forall_mem measurableSet_Ioi fun s hs => ?_
  have hs1 : 1 < s := hs
  have hs0 : 0 < s := by linarith
  rw [Complex.norm_real, Real.norm_of_nonneg (by positivity),
    Real.norm_of_nonneg (by positivity), inv_eq_one_div,
    div_le_div_iff₀ hs0 (by positivity)]
  linarith

end LogDetResolvent
```

The theorem states this as an equivalence for each positive definite `H`. In the proof, `hmain` is the integrability of the correct integrand, `h3` is the rescaled difference, and the final comparison with $1/s$ on $(1,\infty)$ gives the contradiction. A miscounted mode thus shows up in a numerical integration as a result that drifts logarithmically with the upper cutoff.

```lean
#print axioms LogDetResolvent.integral_resolventTrace_eq_log_det
#print axioms LogDetResolvent.integral_resolventTrace_sub
#print axioms LogDetResolvent.integrable_iff_eq_dimension
```

```
'LogDetResolvent.integral_resolventTrace_eq_log_det' depends on axioms: [propext, Classical.choice, Quot.sound]
'LogDetResolvent.integral_resolventTrace_sub' depends on axioms: [propext, Classical.choice, Quot.sound]
'LogDetResolvent.integrable_iff_eq_dimension' depends on axioms: [propext, Classical.choice, Quot.sound]
```
